# Maximum-norm $R^{-6}$ pair sums outside a cubic supercell decay as $N^{-5}$, $N^{-2}$ and $N^{-1}$ in one, two and three dimensions

For a cell $R\in\mathbb Z^d$ let $|R|=\max_i|R_i|$, in lattice constants, and let
$$S_{d,p}(L)=\sum_{|R|>L}|R|^{-p}.$$
For natural numbers $p>d$, as $L\to\infty$,
$$L^{p-d}S_{d,p}(L)\to\frac{2^d d}{p-d},\qquad (2L+1)^{p-d}S_{d,p}(L)\to\frac{2^p d}{p-d}.$$
The supercell $|R|\le L$ has $N=(2L+1)^d$ cells. For $p=6$ the limits are:

| $d$ | cutoff form | cell-count form |
|---|---|---|
| 1 | $L^5S\to 2/5$ | $N^5S\to 64/5$ |
| 2 | $L^4S\to 2$ | $N^2S\to 32$ |
| 3 | $L^3S\to 8$ | $NS\to 64$ |

## Pair cutoffs and extrapolation in $1/N$

A periodic local coupled-cluster calculation that keeps only pairs of cells with separation $|R|\le L$ loses a dispersion tail. If $L$ is increased and the correlation energy per cell is extrapolated linearly in $1/N$, with $N=(2L+1)^d$, the leading error is assumed to be proportional to $1/N$. The discarded tail has this form in three dimensions, in a model where every pair of cells interacts as $|R|^{-6}$ with one fixed coefficient. In one and two dimensions the same model calls for $N^{-5}$ and $N^{-2}$. If the pair cutoff is instead held fixed while the supercell grows, the discarded tail does not depend on the supercell size, and extrapolation in that size does not remove it.

## From cubic shells to a telescoping tail

Write $q=p-d>0$. The cells at distance $m+1$ are those in the box of edge $2m+3$ but not in the box of edge $2m+1$. Their total contribution is
$$a_m=\frac{(2m+3)^d-(2m+1)^d}{(m+1)^p}.$$
All terms are nonnegative and the boxes exhaust the lattice, so $S_{d,p}(L)=\sum_{j\ge0}a_{L+j}$ once the shell sum converges.

Compare $a_m$ with the decrements of $b_m=(2m+1)^{-q}$. With $h=1/(m+1)$,
$$\frac{a_m}{b_m-b_{m+1}}=(2-h)^q(2+h)^q\,\frac{[(2+h)^d-(2-h)^d]/h}{[(2+h)^q-(2-h)^q]/h}.$$
The derivative of $(2+h)^k-(2-h)^k$ at $h=0$ is $k2^k$, so the ratio tends to
$$c=4^q\,\frac{d\,2^d}{q\,2^q}=\frac{2^p d}{q}.$$

Hence for every $\varepsilon>0$ and all large $m$, $|a_m-c(b_m-b_{m+1})|\le\varepsilon(b_m-b_{m+1})$. This gives convergence. Summing from $m=L$, where the decrements telescope to $b_L$, gives $|S_{d,p}(L)-c\,b_L|\le\varepsilon b_L$. Dividing by $b_L$ proves the edge form. Multiplying by $(L/(2L+1))^q\to2^{-q}$ gives the cutoff form.

## Lean source

```lean
import Mathlib

open Filter Topology

namespace PeriodicPairTail

noncomputable section

/-- The maximum norm of a lattice vector, in units of the lattice constant. -/
def maxNorm {d : ℕ} (R : Fin d → ℤ) : ℕ := Finset.univ.sup fun i => (R i).natAbs

/-- The cubic supercell: all cells whose coordinates lie between `-L` and `L`. -/
def box (d L : ℕ) : Finset (Fin d → ℤ) :=
  Fintype.piFinset fun _ => Finset.Icc (-(L : ℤ)) L

/-- The pair term `|R|^(-p)` of a cell outside the supercell; cells inside contribute zero. -/
def tailTerm {d : ℕ} (p L : ℕ) (R : Fin d → ℤ) : ℝ :=
  if L < maxNorm R then 1 / (maxNorm R : ℝ) ^ p else 0

/-- The missing pair sum: all pair terms between the central cell and cells outside the supercell,
with unit pair coefficient. If this sum diverges, the value is 0. -/
def missingSum (d p L : ℕ) : ℝ := ∑' R : Fin d → ℤ, tailTerm p L R

/-- The number of cells in the cubic shell at distance `m + 1`, times `(m + 1)^(-p)`. -/
def shellTerm (d p m : ℕ) : ℝ :=
  ((2 * (m : ℝ) + 3) ^ d - (2 * (m : ℝ) + 1) ^ d) / ((m : ℝ) + 1) ^ p

/-- A cell belongs to the supercell exactly when its maximum norm is at most `L`. -/
theorem mem_box {d L : ℕ} {R : Fin d → ℤ} : R ∈ box d L ↔ maxNorm R ≤ L := by
  simp only [box, maxNorm, Fintype.mem_piFinset, Finset.mem_Icc, Finset.sup_le_iff,
    Finset.mem_univ, true_implies]
  exact forall_congr' fun i => by omega

/-- The supercell contains `N = (2L+1)^d` cells. -/
theorem card_box (d L : ℕ) : (box d L).card = (2 * L + 1) ^ d := by
  simp only [box, Fintype.card_piFinset, Int.card_Icc, Finset.prod_const, Finset.card_univ,
    Fintype.card_fin]
  congr 1
  omega

/-- Summed over a larger box, the missing pair terms group into cubic shells. -/
theorem sum_box (d p L k : ℕ) :
    ∑ R ∈ box d (L + k), tailTerm p L R = ∑ j ∈ Finset.range k, shellTerm d p (L + j) := by
  induction k with
  | zero =>
    rw [Finset.sum_range_zero]
    refine Finset.sum_eq_zero fun R hR => ?_
    have h := mem_box.1 hR
    have h' : ¬ L < maxNorm R := by omega
    exact if_neg h'
  | succ k ih =>
    have hsub : box d (L + k) ⊆ box d (L + (k + 1)) := fun R hR =>
      mem_box.2 ((mem_box.1 hR).trans (by omega))
    -- every cell of the new shell has the same norm
    have hconst : ∀ R ∈ box d (L + (k + 1)) \ box d (L + k),
        tailTerm p L R = 1 / ((L + k + 1 : ℕ) : ℝ) ^ p := by
      intro R hR
      rw [Finset.mem_sdiff, mem_box, mem_box] at hR
      have hn : maxNorm R = L + k + 1 := by omega
      have hlt : L < L + k + 1 := by omega
      rw [tailTerm, hn, if_pos hlt]
    have hs : ∑ R ∈ box d (L + (k + 1)) \ box d (L + k), tailTerm p L R
        = shellTerm d p (L + k) := by
      rw [Finset.sum_congr rfl hconst, Finset.sum_const, nsmul_eq_mul,
        Finset.card_sdiff_of_subset hsub, Nat.cast_sub (Finset.card_le_card hsub),
        card_box, card_box, shellTerm]
      push_cast
      ring
    rw [← Finset.sum_sdiff hsub, ih, Finset.sum_range_succ, hs]
    exact add_comm _ _

/-- If the shell sum converges, the missing lattice sum converges to the sum over the shells
outside the supercell. -/
theorem hasSum_shells {d p : ℕ} (h : Summable (shellTerm d p)) (L : ℕ) :
    HasSum (fun R : Fin d → ℤ => tailTerm p L R) (∑' j, shellTerm d p (L + j)) := by
  have hL : Summable fun j => shellTerm d p (L + j) := h.comp_injective (add_right_injective L)
  have hpos : ∀ m, 0 ≤ shellTerm d p m := fun m =>
    div_nonneg (sub_nonneg.2 (pow_le_pow_left₀ (by positivity) (by linarith) d)) (by positivity)
  have h0 : ∀ R : Fin d → ℤ, 0 ≤ tailTerm p L R := fun R => by
    unfold tailTerm
    split_ifs <;> positivity
  -- the boxes exhaust the lattice
  have hbox : Tendsto (fun k => box d (L + k)) atTop atTop :=
    tendsto_atTop_finset_of_monotone
      (fun i j hij R hR => mem_box.2 ((mem_box.1 hR).trans (by omega)))
      (fun R => ⟨maxNorm R, mem_box.2 (by omega)⟩)
  have hs : Summable fun R : Fin d → ℤ => tailTerm p L R := by
    refine summable_of_sum_le h0 (c := ∑' j, shellTerm d p (L + j)) fun u => ?_
    obtain ⟨k, hk⟩ := (hbox.eventually_ge_atTop u).exists
    refine (Finset.sum_le_sum_of_subset_of_nonneg hk fun R _ _ => h0 R).trans ?_
    rw [sum_box]
    exact hL.sum_le_tsum _ fun j _ => hpos _
  have h1 := hL.hasSum.tendsto_sum_nat.congr fun k => (sum_box d p L k).symm
  have h2 := tendsto_nhds_unique (hs.hasSum.comp hbox) h1
  rw [← h2]
  exact hs.hasSum

/-- Tail comparison: if `b` is positive and decreases strictly to zero, and `a` divided by the
decrements of `b` tends to `c`, then `a` is summable and its tails divided by `b` tend to `c`. -/
theorem tail_ratio {a b : ℕ → ℝ} {c : ℝ} (hb0 : ∀ m, 0 < b m) (hb : ∀ m, b (m + 1) < b m)
    (hlim : Tendsto b atTop (𝓝 0))
    (hr : Tendsto (fun m => a m / (b m - b (m + 1))) atTop (𝓝 c)) :
    Summable a ∧ Tendsto (fun L => (∑' j, a (L + j)) / b L) atTop (𝓝 c) := by
  have hD : ∀ m, 0 < b m - b (m + 1) := fun m => sub_pos.2 (hb m)
  -- the decrements telescope
  have hS : ∀ L, HasSum (fun j => b (L + j) - b (L + j + 1)) (b L) := by
    intro L
    rw [hasSum_iff_tendsto_nat_of_nonneg (fun j => (hD _).le)]
    have h1 : Tendsto (fun n => b L - b (L + n)) atTop (𝓝 (b L - 0)) :=
      tendsto_const_nhds.sub
        (hlim.comp (tendsto_atTop_mono (fun n => Nat.le_add_left n L) tendsto_id))
    rw [sub_zero] at h1
    exact h1.congr fun n => (Finset.sum_range_sub' (fun j => b (L + j)) n).symm
  have hclose : ∀ ε > 0, ∃ N, ∀ m ≥ N,
      |a m - c * (b m - b (m + 1))| ≤ ε * (b m - b (m + 1)) := by
    intro ε hε
    obtain ⟨N, hN⟩ := Metric.tendsto_atTop.1 hr ε hε
    refine ⟨N, fun m hm => ?_⟩
    have h := (hN m hm).le
    rw [Real.dist_eq] at h
    have e : a m - c * (b m - b (m + 1))
        = (a m / (b m - b (m + 1)) - c) * (b m - b (m + 1)) := by
      rw [sub_mul, div_mul_cancel₀ _ (hD m).ne']
    rw [e, abs_mul, abs_of_pos (hD m)]
    exact mul_le_mul_of_nonneg_right h (hD m).le
  have hDs : Summable fun m => b m - b (m + 1) := by
    simpa only [zero_add] using (hS 0).summable
  have hsa : Summable a := by
    obtain ⟨N, hN⟩ := hclose 1 one_pos
    have hd : Summable fun m => a m - c * (b m - b (m + 1)) :=
      Summable.of_norm_bounded_eventually_nat hDs (eventually_atTop.2 ⟨N, fun m hm => by
        rw [Real.norm_eq_abs]
        linarith [hN m hm]⟩)
    exact (summable_congr fun m => (sub_add_cancel (a m) _).symm).2 (hd.add (hDs.mul_left c))
  refine ⟨hsa, Metric.tendsto_atTop.2 fun ε hε => ?_⟩
  obtain ⟨N, hN⟩ := hclose (ε / 2) (half_pos hε)
  refine ⟨N, fun L hL => ?_⟩
  have hsL : Summable fun j => a (L + j) := hsa.comp_injective (add_right_injective L)
  have ht : ‖∑' j, (a (L + j) - c * (b (L + j) - b (L + j + 1)))‖ ≤ ε / 2 * b L :=
    tsum_of_norm_bounded ((hS L).mul_left (ε / 2)) fun j => hN (L + j) (by omega)
  rw [(hsL.hasSum.sub ((hS L).mul_left c)).tsum_eq, Real.norm_eq_abs] at ht
  have e : (∑' j, a (L + j)) / b L - c = ((∑' j, a (L + j)) - c * b L) / b L := by
    rw [sub_div, mul_div_cancel_right₀ _ (hb0 L).ne']
  rw [Real.dist_eq, e, abs_div, abs_of_pos (hb0 L), div_lt_iff₀ (hb0 L)]
  nlinarith [mul_pos hε (hb0 L)]

lemma slope_limit (k : ℕ) :
    Tendsto (fun h : ℝ => ((2 + h) ^ k - (2 - h) ^ k) / h) (𝓝[≠] 0) (𝓝 (k * 2 ^ k)) := by
  have h : HasDerivAt (fun h : ℝ => (2 + h) ^ k - (2 - h) ^ k) (k * 2 ^ k) 0 := by
    have h1 := ((hasDerivAt_id (0 : ℝ)).const_add 2).fun_pow k
    have h2 := ((hasDerivAt_id (0 : ℝ)).const_sub 2).fun_pow k
    refine (h1.fun_sub h2).congr_deriv ?_
    rcases k with _ | k
    · simp
    · simp only [id, add_zero, sub_zero, Nat.add_sub_cancel, pow_succ]
      ring
  refine (hasDerivAt_iff_tendsto_slope_zero.1 h).congr fun t => ?_
  simp [div_eq_inv_mul]

lemma inv_pow_limit {q : ℕ} (hq : 0 < q) :
    Tendsto (fun m : ℕ => 1 / (2 * (m : ℝ) + 1) ^ q) atTop (𝓝 0) := by
  have h : Tendsto (fun m : ℕ => 2 * (m : ℝ) + 1) atTop atTop :=
    tendsto_atTop_mono (fun m => by linarith [(Nat.cast_nonneg m : (0 : ℝ) ≤ m)])
      tendsto_natCast_atTop_atTop
  simp only [one_div]
  exact tendsto_inv_atTop_zero.comp ((tendsto_pow_atTop hq.ne').comp h)

lemma shell_ratio (d : ℕ) {q : ℕ} (hq : 0 < q) :
    Tendsto (fun m : ℕ => shellTerm d (d + q) m /
      (1 / (2 * (m : ℝ) + 1) ^ q - 1 / (2 * ((m + 1 : ℕ) : ℝ) + 1) ^ q))
      atTop (𝓝 (2 ^ (d + q) * d / q)) := by
  have hq' : (0 : ℝ) < q := Nat.cast_pos.2 hq
  have hh : Tendsto (fun m : ℕ => 1 / ((m : ℝ) + 1)) atTop (𝓝[≠] 0) :=
    tendsto_nhdsWithin_iff.2 ⟨tendsto_one_div_add_atTop_nhds_zero_nat,
      Eventually.of_forall fun m => (by positivity : 1 / ((m : ℝ) + 1) ≠ 0)⟩
  have h0 := hh.mono_right nhdsWithin_le_nhds
  have hne : (q : ℝ) * 2 ^ q ≠ 0 := (mul_pos hq' (by positivity)).ne'
  have G : Tendsto (fun m : ℕ => (2 - 1 / ((m : ℝ) + 1)) ^ q * (2 + 1 / ((m : ℝ) + 1)) ^ q *
      (((2 + 1 / ((m : ℝ) + 1)) ^ d - (2 - 1 / ((m : ℝ) + 1)) ^ d) / (1 / ((m : ℝ) + 1))) /
      (((2 + 1 / ((m : ℝ) + 1)) ^ q - (2 - 1 / ((m : ℝ) + 1)) ^ q) / (1 / ((m : ℝ) + 1))))
      atTop (𝓝 ((2 - 0) ^ q * (2 + 0) ^ q * (d * 2 ^ d) / (q * 2 ^ q))) :=
    ((((tendsto_const_nhds.sub h0).pow q).mul ((tendsto_const_nhds.add h0).pow q)).mul
      ((slope_limit d).comp hh)).div ((slope_limit q).comp hh) hne
  have hv : (2 : ℝ) ^ (d + q) * d / q
      = (2 - 0) ^ q * (2 + 0) ^ q * (d * 2 ^ d) / (q * 2 ^ q) := by
    rw [sub_zero, add_zero, div_eq_div_iff hq'.ne' hne]
    ring
  have key : ∀ A B U V X Y x : ℝ, U ≠ 0 → V ≠ 0 → X ≠ 0 → Y ≠ 0 → x ≠ 0 → U - V ≠ 0 →
      V / X * (U / X) * ((A / Y - B / Y) / (1 / x)) / ((U / X - V / X) / (1 / x))
        = (A - B) / (Y * X) / (1 / V - 1 / U) := by
    intro A B U V X Y x hU hV hX hY hx hUV
    rw [← sub_div, ← sub_div, div_sub_div _ _ hV hU, one_mul, mul_one]
    field_simp
  rw [hv]
  refine G.congr fun m => ?_
  have hx : (m : ℝ) + 1 ≠ 0 := by positivity
  have e1 : 2 - 1 / ((m : ℝ) + 1) = (2 * (m : ℝ) + 1) / ((m : ℝ) + 1) := by
    rw [eq_div_iff hx, sub_mul, one_div_mul_cancel hx]
    ring
  have e2 : 2 + 1 / ((m : ℝ) + 1) = (2 * (m : ℝ) + 3) / ((m : ℝ) + 1) := by
    rw [eq_div_iff hx, add_mul, one_div_mul_cancel hx]
    ring
  have e3 : 2 * ((m + 1 : ℕ) : ℝ) + 1 = 2 * (m : ℝ) + 3 := by
    push_cast
    ring
  have hUV : (2 * (m : ℝ) + 1) ^ q < (2 * (m : ℝ) + 3) ^ q :=
    pow_lt_pow_left₀ (by linarith) (by positivity) hq.ne'
  rw [shellTerm, e1, e2, e3, div_pow, div_pow, div_pow, div_pow, pow_add]
  exact key _ _ _ _ _ _ _ (by positivity) (by positivity) (by positivity) (by positivity) hx
    (sub_pos.2 hUV).ne'

lemma shell_tail (d : ℕ) {q : ℕ} (hq : 0 < q) :
    Summable (shellTerm d (d + q)) ∧
    Tendsto (fun L : ℕ => (∑' j, shellTerm d (d + q) (L + j)) / (1 / (2 * (L : ℝ) + 1) ^ q))
      atTop (𝓝 (2 ^ (d + q) * d / q)) :=
  tail_ratio (b := fun m : ℕ => 1 / (2 * (m : ℝ) + 1) ^ q) (fun m => by positivity)
    (fun m => one_div_lt_one_div_of_lt (by positivity)
      (pow_lt_pow_left₀ (by push_cast; linarith) (by positivity) hq.ne'))
    (inv_pow_limit hq) (shell_ratio d hq)

/-- For `p > d` the missing pair sum, multiplied by the power `p - d` of the supercell edge
`2L+1`, tends to `2^p d / (p - d)`. -/
theorem missingSum_edge {d p : ℕ} (h : d < p) :
    Tendsto (fun L : ℕ => (2 * (L : ℝ) + 1) ^ (p - d) * missingSum d p L) atTop
      (𝓝 (2 ^ p * (d : ℝ) / ((p : ℝ) - d))) := by
  obtain ⟨q, rfl⟩ := Nat.exists_eq_add_of_le h.le
  have hq : 0 < q := by omega
  have hv : ((d + q : ℕ) : ℝ) - d = q := by
    push_cast
    ring
  rw [hv, Nat.add_sub_cancel_left]
  refine (shell_tail d hq).2.congr fun L => ?_
  have hT : missingSum d (d + q) L = ∑' j, shellTerm d (d + q) (L + j) :=
    (hasSum_shells (shell_tail d hq).1 L).tsum_eq
  rw [hT, div_div_eq_mul_div, div_one]
  exact mul_comm _ _

/-- For `p > d` the missing pair sum beyond the cutoff `L`, multiplied by `L^(p-d)`, tends to
`2^d d / (p - d)`. -/
theorem missingSum_cutoff {d p : ℕ} (h : d < p) :
    Tendsto (fun L : ℕ => (L : ℝ) ^ (p - d) * missingSum d p L) atTop
      (𝓝 (2 ^ d * (d : ℝ) / ((p : ℝ) - d))) := by
  -- the cutoff is asymptotically half the edge
  have hhalf := (((tendsto_const_nhds (x := (1 : ℝ))).sub
    (inv_pow_limit one_pos)).div_const 2).pow (p - d)
  have hv : (2 : ℝ) ^ d * (d : ℝ) / ((p : ℝ) - d)
      = ((1 - 0) / 2) ^ (p - d) * (2 ^ p * (d : ℝ) / ((p : ℝ) - d)) := by
    have h2 : (2 : ℝ) ^ p = 2 ^ (p - d) * 2 ^ d := by
      rw [← pow_add, Nat.sub_add_cancel h.le]
    have h3 : ((1 - 0) / 2 : ℝ) ^ (p - d) * 2 ^ (p - d) = 1 := by
      rw [← mul_pow]
      norm_num
    rw [h2]
    linear_combination (-(2 ^ d * (d : ℝ) / ((p : ℝ) - d))) * h3
  rw [hv]
  refine (hhalf.mul (missingSum_edge h)).congr fun L => ?_
  have hL : 2 * (L : ℝ) + 1 ≠ 0 := by positivity
  have e : (1 - 1 / (2 * (L : ℝ) + 1) ^ 1) / 2 * (2 * (L : ℝ) + 1) = L := by
    rw [pow_one, div_mul_eq_mul_div, sub_mul, one_div_mul_cancel hL]
    ring
  rw [← mul_assoc, ← mul_pow, e]

/-- For pair terms `|R|^(-6)`, the missing sum in one, two and three dimensions behaves as
`(2/5) L^(-5)`, `2 L^(-4)` and `8 L^(-3)` for large cutoff `L`. -/
theorem dispersion_cutoff :
    Tendsto (fun L : ℕ => (L : ℝ) ^ 5 * missingSum 1 6 L) atTop (𝓝 (2 / 5)) ∧
    Tendsto (fun L : ℕ => (L : ℝ) ^ 4 * missingSum 2 6 L) atTop (𝓝 2) ∧
    Tendsto (fun L : ℕ => (L : ℝ) ^ 3 * missingSum 3 6 L) atTop (𝓝 8) := by
  refine ⟨?_, ?_, ?_⟩
  · rw [show (2 / 5 : ℝ) = 2 ^ 1 * ((1 : ℕ) : ℝ) / (((6 : ℕ) : ℝ) - ((1 : ℕ) : ℝ)) by norm_num]
    exact missingSum_cutoff (d := 1) (p := 6) (by norm_num)
  · rw [show (2 : ℝ) = 2 ^ 2 * ((2 : ℕ) : ℝ) / (((6 : ℕ) : ℝ) - ((2 : ℕ) : ℝ)) by norm_num]
    exact missingSum_cutoff (d := 2) (p := 6) (by norm_num)
  · rw [show (8 : ℝ) = 2 ^ 3 * ((3 : ℕ) : ℝ) / (((6 : ℕ) : ℝ) - ((3 : ℕ) : ℝ)) by norm_num]
    exact missingSum_cutoff (d := 3) (p := 6) (by norm_num)

/-- In terms of the number `N` of cells in the supercell, the missing sum of `|R|^(-6)` behaves
as `(64/5) N^(-5)`, `32 N^(-2)` and `64 N^(-1)` in one, two and three dimensions. -/
theorem dispersion_cells :
    Tendsto (fun L : ℕ => ((box 1 L).card : ℝ) ^ 5 * missingSum 1 6 L) atTop (𝓝 (64 / 5)) ∧
    Tendsto (fun L : ℕ => ((box 2 L).card : ℝ) ^ 2 * missingSum 2 6 L) atTop (𝓝 32) ∧
    Tendsto (fun L : ℕ => ((box 3 L).card : ℝ) * missingSum 3 6 L) atTop (𝓝 64) := by
  refine ⟨?_, ?_, ?_⟩
  · rw [show (64 / 5 : ℝ) = 2 ^ 6 * ((1 : ℕ) : ℝ) / (((6 : ℕ) : ℝ) - ((1 : ℕ) : ℝ)) by norm_num]
    refine (missingSum_edge (d := 1) (p := 6) (by norm_num)).congr fun L => ?_
    show (2 * (L : ℝ) + 1) ^ 5 * _ = _
    rw [card_box]
    push_cast
    ring
  · rw [show (32 : ℝ) = 2 ^ 6 * ((2 : ℕ) : ℝ) / (((6 : ℕ) : ℝ) - ((2 : ℕ) : ℝ)) by norm_num]
    refine (missingSum_edge (d := 2) (p := 6) (by norm_num)).congr fun L => ?_
    show (2 * (L : ℝ) + 1) ^ 4 * _ = _
    rw [card_box]
    push_cast
    ring
  · rw [show (64 : ℝ) = 2 ^ 6 * ((3 : ℕ) : ℝ) / (((6 : ℕ) : ℝ) - ((3 : ℕ) : ℝ)) by norm_num]
    refine (missingSum_edge (d := 3) (p := 6) (by norm_num)).congr fun L => ?_
    show (2 * (L : ℝ) + 1) ^ 3 * _ = _
    rw [card_box]
    push_cast
    ring

end

end PeriodicPairTail
```

```lean
#print axioms PeriodicPairTail.dispersion_cutoff
#print axioms PeriodicPairTail.dispersion_cells
```

```
'PeriodicPairTail.dispersion_cutoff' depends on axioms: [propext, Classical.choice, Quot.sound]
'PeriodicPairTail.dispersion_cells' depends on axioms: [propext, Classical.choice, Quot.sound]
```

## Definitions and lemmas behind the limits

A cell is a function `Fin d → ℤ`, `maxNorm` is its distance from the central cell, and `box d L` is the supercell, whose size is proved in `card_box`. `missingSum d p L` is the infinite sum $S_{d,p}(L)$, and `shellTerm d p m` is $a_m$.

`sum_box` groups cells by induction, adding one shell at a time as a set difference of boxes. `hasSum_shells` passes to the whole lattice. `slope_limit` supplies the derivative, `shell_ratio` the limit $c$, and `tail_ratio` the $\varepsilon$ argument. `missingSum_edge` and `missingSum_cutoff` are the two general limits; `dispersion_cutoff` and `dispersion_cells` insert $p=6$.

Lean gives a divergent `∑'` the value 0, so convergence is proved separately, by `shell_tail` together with `hasSum_shells`.

## Sharp constants, but no error bar at finite $L$

The constants are exact limits for the maximum norm. Euclidean distances would change them in two and three dimensions. The unit coefficient stands for a dispersion coefficient between cells; sign, anisotropy and the factor $1/2$ for double counting are left to the user. Changes in the pair energies inside the supercell, another source of finite-size error, do not enter.

The theorems give no rate of convergence. At $L=0$, $d=1$, the sum is $2\zeta(6)\approx2.03$, while the leading term $(64/5)N^{-5}$ gives $12.8$.

As statements about actual sums, the limits do not extend to $p=d\ge1$: for $p=d=1$ the sum is $2\sum_{n>L}1/n$, which diverges for every $L$. The Lean formulas would still hold there, but only because Lean gives both the divergent sum and the division by $p-d=0$ the value 0.
